# Positive nonincreasing scales never amplify an upper-triangular factor in UDV slice products

A product of real slice matrices can be carried as three factors $U$, $D$ and $V$ and updated one slice at a time, provided each update satisfies the recursion in part (a). If $D$ is diagonal with positive entries, the map $R\mapsto D^{-1}RD$ enlarges no entry of any upper-triangular $R$ in absolute value exactly when the diagonal entries of $D$ are nonincreasing.

In auxiliary-field Monte Carlo, a slice matrix $B_k$ propagates non-interacting fermions through one step of imaginary time in a fixed auxiliary field. At low temperature the product of many slices mixes very large and very small scales, and floating-point addition loses the small ones. The factored form keeps the scales apart if $D$ is diagonal and carries them, while $U$ and $V$ stay well conditioned. The results below are identities and inequalities for real $N\times N$ matrices; they contain no bounds on rounding errors.

In Lean 4 with Mathlib:

```lean
import Mathlib

open Matrix

namespace StabilizedSliceProduct

noncomputable section

variable {N : ℕ}
```

Slices are numbered from 1, and later slices stand on the left. `orderedProduct B n` is $B_n\cdots B_1$, with the identity for $n=0$. The same definition applied to matrices $T_k$ gives $V_n=T_n\cdots T_1$.

```lean
/-- The ordered product `B_n ... B_1` of slice matrices, with later slices on the left;
the empty product is the identity. -/
def orderedProduct (B : ℕ → Matrix (Fin N) (Fin N) ℝ) : ℕ → Matrix (Fin N) (Fin N) ℝ
  | 0 => 1
  | k + 1 => B (k + 1) * orderedProduct B k
```

For scales $d_0,\dots,d_{N-1}$, write $D=\mathrm{diag}(d)$. The graded factor of a matrix $R$ is $D^{-1}RD$.

```lean
/-- The graded factor `D⁻¹ R D` for a diagonal matrix `D` of nonzero scales `d`. -/
def graded (d : Fin N → ℝ) (R : Matrix (Fin N) (Fin N) ℝ) : Matrix (Fin N) (Fin N) ℝ :=
  diagonal (fun i => (d i)⁻¹) * R * diagonal d
```

## (a) Absorbing the slices one by one

**Task.** Let $U_0=D_0=1$ and $B_{k+1}U_kD_k=U_{k+1}D_{k+1}T_{k+1}$ for $0\le k<n$. Show that
$$B_n\cdots B_1=U_nD_nV_n .$$

**Solution.** For $n=0$ both sides are the identity. If the claim holds for $n$, then
$$B_{n+1}(B_n\cdots B_1)=(B_{n+1}U_nD_n)V_n=U_{n+1}D_{n+1}T_{n+1}V_n=U_{n+1}D_{n+1}V_{n+1}.$$
The new slice multiplies only $U_nD_n$, never $V_n$.

```lean
/-- If the recursion starts from `U_0 = D_0 = 1` and each slice is absorbed by
`B_k U_(k-1) D_(k-1) = U_k D_k T_k`, then `B_n ... B_1 = U_n D_n V_n` with
`V_n = T_n ... T_1`. -/
theorem stabilized_product (B U D T : ℕ → Matrix (Fin N) (Fin N) ℝ) (n : ℕ)
    (hU : U 0 = 1) (hD : D 0 = 1)
    (step : ∀ k < n, B (k + 1) * U k * D k = U (k + 1) * D (k + 1) * T (k + 1)) :
    orderedProduct B n = U n * D n * orderedProduct T n := by
  induction n with
  | zero => simp [orderedProduct, hU, hD]
  | succ n ih =>
    have ih' := ih (fun k hk => step k (by omega))
    -- the new slice acts on the factors `U D` only
    calc orderedProduct B (n + 1)
        = (B (n + 1) * U n * D n) * orderedProduct T n := by
          rw [orderedProduct, ih']
          simp only [mul_assoc]
      _ = U (n + 1) * D (n + 1) * orderedProduct T (n + 1) := by
          rw [step n (by omega), orderedProduct]
          simp only [mul_assoc]
```

The hypothesis `step` is the recursion. Nothing requires $U_k$ to be orthogonal or $D_k$ to be diagonal, so the theorem covers any factorization routine that satisfies the recursion. In the proof, `ih'` is the induction hypothesis, and the two lines of the `calc` block are the regrouping and the use of the recursion.

## (b) Entries of the graded factor

**Task.** For nonzero scales, show that
$$(D^{-1}RD)_{ij}=d_i^{-1}R_{ij}\,d_j .$$

**Solution.** Multiplying by $D^{-1}$ on the left scales row $i$ by $d_i^{-1}$. Multiplying by $D$ on the right scales column $j$ by $d_j$.

```lean
/-- The entries of the graded factor are those of `R` multiplied by `d_j` and by the
inverse of `d_i`. -/
theorem graded_apply (d : Fin N → ℝ) (R : Matrix (Fin N) (Fin N) ℝ) (i j : Fin N) :
    graded d R i j = (d i)⁻¹ * R i j * d j := by
  rw [graded, Matrix.mul_diagonal, Matrix.diagonal_mul]
```

The two rewriting lemmas for diagonal matrices are these two scalings.

## (c) When grading amplifies nothing

**Task.** Let all $d_i>0$. Show that $d$ is nonincreasing if and only if every upper-triangular $R$ satisfies
$$|(D^{-1}RD)_{ij}|\le|R_{ij}|\quad\text{for all } i,j .$$

**Solution.** Suppose $d$ is nonincreasing. Below the diagonal both sides vanish. For $i\le j$ we have $d_j\le d_i$, so the left side is $|R_{ij}|\,d_j/d_i\le|R_{ij}|$.

Conversely, take the matrix with ones on and above the diagonal and zeros below. For $i\le j$ the bound reads $d_j/d_i\le1$, that is, $d_j\le d_i$.

Two $2\times2$ examples show what the hypotheses do:

- Without triangularity, take $d=(2,1)$ and let $R$ have a single nonzero entry, a 1 at the lower left. Grading doubles it.
- Without positivity, $d=(1,-2)$ is nonincreasing, yet grading turns an upper-right entry 1 into $-2$.

```lean
/-- Positive scales are nonincreasing exactly when grading amplifies no entry of any
upper-triangular matrix. -/
theorem antitone_iff_graded_le (d : Fin N → ℝ) (hd : ∀ i, 0 < d i) :
    Antitone d ↔ ∀ R : Matrix (Fin N) (Fin N) ℝ, (∀ i j, j < i → R i j = 0) →
      ∀ i j, |graded d R i j| ≤ |R i j| := by
  constructor
  · intro hmono R hR i j
    rw [graded_apply]
    rcases lt_or_ge j i with h | h
    · simp [hR i j h]
    · -- on and above the diagonal the ratio of scales is at most one
      have e : (d i)⁻¹ * R i j * d j = R i j * (d j / d i) := by ring
      rw [e, abs_mul, abs_of_pos (div_pos (hd j) (hd i))]
      exact mul_le_of_le_one_right (abs_nonneg _) ((div_le_one (hd i)).mpr (hmono h))
  · intro h i j hij
    -- test the bound on the triangular matrix of ones
    have key := h (Matrix.of fun a b => if a ≤ b then (1 : ℝ) else 0)
      (fun a b hab => by simp [hab]) i j
    rw [graded_apply] at key
    simp only [Matrix.of_apply, if_pos hij, mul_one, abs_one] at key
    rw [abs_of_pos (mul_pos (inv_pos.mpr (hd i)) (hd j))] at key
    have e : d j / d i ≤ 1 := by
      rw [div_eq_inv_mul]
      exact key
    exact (div_le_one (hd i)).mp e
```

`Antitone d` means nonincreasing, and the condition `j < i → R i j = 0` says that $R$ is upper triangular. The first half of the proof splits at the diagonal with `lt_or_ge`. In the second half, `key` is the bound for the matrix of ones.

## (d) From a factorization of $BU$ to the next update

**Task.** Let $BU=Q\Delta R$ with $\Delta=\mathrm{diag}(\delta)$, and let all $d_i\neq0$. Show that
$$BUD=Q\,(\Delta D)\,(D^{-1}RD).$$

**Solution.** By (b), entry $(i,j)$ of $(\Delta D)(D^{-1}RD)$ is $\delta_id_i\,d_i^{-1}R_{ij}d_j=\delta_iR_{ij}d_j$. This is the same entry of $\Delta RD$. Multiplying by $Q$ on the left gives $Q\Delta RD=BUD$.

This is one step of the recursion in (a), with new factors $Q$, $\Delta D$ and $T=D^{-1}RD$. If $R$ is upper triangular and the old scales are positive and nonincreasing, (c) bounds the entries of $T$ by those of $R$. The new scales $\delta_id_i$ need not be positive or nonincreasing, so both conditions are to be checked before (c) is applied to the next step.

```lean
/-- A factorization `B U = Q Δ R` with diagonal `Δ` gives, for nonzero scales `D`, the
update `B U D = Q (Δ D) (D⁻¹ R D)`. -/
theorem graded_step (B U Q R : Matrix (Fin N) (Fin N) ℝ) (δ d : Fin N → ℝ)
    (hd : ∀ i, d i ≠ 0) (h : B * U = Q * diagonal δ * R) :
    B * U * diagonal d = Q * diagonal (fun i => δ i * d i) * graded d R := by
  have key : diagonal (fun i => δ i * d i) * graded d R
      = diagonal δ * R * diagonal d := by
    ext i j
    rw [Matrix.diagonal_mul, graded_apply, Matrix.mul_diagonal, Matrix.diagonal_mul]
    linear_combination (δ i * R i j * d j) * mul_inv_cancel₀ (hd i)
  rw [h, mul_assoc Q (diagonal (fun i => δ i * d i)), key]
  simp only [mul_assoc]
```

The identity holds for any $Q$ and $R$ with $BU=Q\Delta R$. Triangularity of $R$ is used for the bound in (c), and orthogonality of the last $Q$ for the formula in (f). The auxiliary statement `key` is the comparison of entries, where `linear_combination` uses $d_id_i^{-1}=1$.

## (e) Isolating the scales in $1+UDV$

**Task.** Let $U$ be orthogonal and $V$ invertible. Show that
$$1+UDV=U\,(U^{\mathsf T}V^{-1}+D)\,V .$$

**Solution.** Expanding the right side gives $(UU^{\mathsf T})(V^{-1}V)+UDV$, and both brackets are the identity.

```lean
/-- For orthogonal `U` and a matrix `V` with inverse `W`, the scales `D` can be isolated:
`1 + U D V = U (Uᵀ W + D) V`. -/
theorem one_add_udv (U D V W : Matrix (Fin N) (Fin N) ℝ)
    (hU : U * Uᵀ = 1) (hW : W * V = 1) :
    1 + U * D * V = U * (Uᵀ * W + D) * V := by
  have e : U * (Uᵀ * W + D) * V = (U * Uᵀ) * (W * V) + U * D * V := by
    noncomm_ring
  rw [e, hU, hW, mul_one]
```

The inverse of $V$ enters as a matrix `W` with `W * V = 1`, so a singular $V$ is excluded by hypothesis. `noncomm_ring` does the expansion without commuting any factors.

## (f) The equal-time Green's function

**Task.** Let the slices cover the whole imaginary-time interval of a grand-canonical ensemble, with the chemical potential included in them, and let $c_j^\dagger$ create a fermion in mode $j$. For one fixed auxiliary field, the equal-time Green's function $G_{ij}=\langle c_ic_j^\dagger\rangle$ is then $G=(1+B_n\cdots B_1)^{-1}$. Under the recursion of (a), let $U_n$ be orthogonal, and let $V_n$ and $U_n^{\mathsf T}V_n^{-1}+D_n$ be invertible. Show that
$$G=V_n^{-1}\,(U_n^{\mathsf T}V_n^{-1}+D_n)^{-1}\,U_n^{\mathsf T}.$$

**Solution.** By (a) and (e), $1+B_n\cdots B_1=U_n(U_n^{\mathsf T}V_n^{-1}+D_n)V_n$. Inverting the three factors in reverse order, with $U_n^{-1}=U_n^{\mathsf T}$, gives the formula.

Orthogonality is needed even for $N=n=1$. Take $B_1=U_1=2$ and $D_1=T_1=1$, which satisfy the recursion. The formula gives $1\cdot\tfrac13\cdot2=\tfrac23$, whereas $G=\tfrac13$.

```lean
/-- Let the slices obey the recursion `B_k U_(k-1) D_(k-1) = U_k D_k T_k`, started from
`U_0 = D_0 = 1`, with `U_n` orthogonal, let `W` be the inverse of `V_n = T_n ... T_1` and `M` the
inverse of `U_nᵀ W + D_n`. Then the equal-time Green's function, the inverse of `1 + B_n ... B_1`,
is `W M U_nᵀ`. -/
theorem stabilized_green (B U D T : ℕ → Matrix (Fin N) (Fin N) ℝ) (n : ℕ)
    (W M : Matrix (Fin N) (Fin N) ℝ) (hU : U 0 = 1) (hD : D 0 = 1)
    (step : ∀ k < n, B (k + 1) * U k * D k = U (k + 1) * D (k + 1) * T (k + 1))
    (horth : U n * (U n)ᵀ = 1) (hW : W * orderedProduct T n = 1)
    (hM : ((U n)ᵀ * W + D n) * M = 1) :
    (1 + orderedProduct B n) * (W * M * (U n)ᵀ) = 1 := by
  have hV : orderedProduct T n * W = 1 := mul_eq_one_comm.mp hW
  rw [stabilized_product B U D T n hU hD step, one_add_udv _ _ _ W horth hW]
  -- the inverse factors cancel from the inside outwards
  calc U n * ((U n)ᵀ * W + D n) * orderedProduct T n * (W * M * (U n)ᵀ)
      = U n * (((U n)ᵀ * W + D n) * ((orderedProduct T n * W) * M)) * (U n)ᵀ := by
        simp only [mul_assoc]
    _ = 1 := by rw [hV, one_mul, hM, mul_one, horth]
```

Here `W` is $V_n^{-1}$ and `M` is the inverse of the middle factor. The conclusion says that $1+B_n\cdots B_1$ times the proposed $G$ is the identity, which for square matrices makes $G$ the two-sided inverse. The same fact turns `hW` into `hV`, and the `calc` block then cancels the factors from the inside outwards.

## (g) A two-mode recursion of any length

**Task.** Let $S$ exchange two modes, let $R=\begin{pmatrix}3&1\\0&1\end{pmatrix}$, and set $B_{k+1}=S^{k+1}RS^k$. Show that $U_k=S^k$ and $D_k=\mathrm{diag}(3^k,1)$ satisfy the recursion of (a) for every $k\ge0$, with
$$T_{k+1}=\begin{pmatrix}1&3^{-(k+1)}\\0&1\end{pmatrix}.$$

**Solution.** At $k=0$ both $U_0$ and $D_0$ are the identity. Since $S^2=1$, also $S^kS^k=1$, so $B_{k+1}U_kD_k=S^{k+1}RD_k$. Moreover
$$RD_k=\begin{pmatrix}3^{k+1}&1\\0&1\end{pmatrix}=D_{k+1}T_{k+1}.$$
One scale grows threefold per slice, while the off-diagonal entry of $T_{k+1}$ shrinks. The example is an algebraic test and not a physical model: each $B_{k+1}$ has determinant $-3$, whereas a slice built as a product of exponentials of real matrices has positive determinant.

```lean
/-- The exchange of two modes. -/
def swapModes : Matrix (Fin 2) (Fin 2) ℝ := !![0, 1; 1, 0]

/-- With `S` the exchange of two modes, the slices `B_(k+1) = S^(k+1) R S^k`, where `R` has
rows `(3, 1)` and `(0, 1)`, obey the stabilized recursion with `U_k = S^k` and
`D_k = diag(3^k, 1)`. -/
theorem stabilized_product_witness :
    swapModes ^ 0 = 1 ∧ (!![3 ^ 0, 0; 0, 1] : Matrix (Fin 2) (Fin 2) ℝ) = 1 ∧
    ∀ k : ℕ, (swapModes ^ (k + 1) * !![3, 1; 0, 1] * swapModes ^ k) * swapModes ^ k
        * !![3 ^ k, 0; 0, 1]
      = swapModes ^ (k + 1) * !![3 ^ (k + 1), 0; 0, 1]
        * !![1, ((3 : ℝ) ^ (k + 1))⁻¹; 0, 1] := by
  refine ⟨pow_zero _, by rw [pow_zero, Matrix.one_fin_two], fun k => ?_⟩
  have hS : swapModes * swapModes = 1 := by
    simp [swapModes, Matrix.one_fin_two]
  have hSk : swapModes ^ k * swapModes ^ k = 1 := by
    rw [← pow_add, ← two_mul, pow_mul, pow_two, hS, one_pow]
  have hp : (3 : ℝ) ^ (k + 1) * ((3 : ℝ) ^ (k + 1))⁻¹ = 1 :=
    mul_inv_cancel₀ (by positivity)
  have h1 : (3 : ℝ) * 3 ^ k = 3 ^ (k + 1) := by ring
  have hR : (!![3, 1; 0, 1] : Matrix (Fin 2) (Fin 2) ℝ) * !![3 ^ k, 0; 0, 1]
      = !![3 ^ (k + 1), 0; 0, 1] * !![1, ((3 : ℝ) ^ (k + 1))⁻¹; 0, 1] := by
    simp only [Matrix.mul_fin_two, mul_one, mul_zero, zero_mul, add_zero, zero_add, hp, h1]
  rw [mul_assoc _ (swapModes ^ k) (swapModes ^ k), hSk, mul_one, mul_assoc, hR, ← mul_assoc]
```

`hSk` is $S^kS^k=1$, and `hR` is the factorization of $RD_k$.

## (h) The Green's function after one slice

**Task.** For the first slice of (g), verify that $U_1=S$ is orthogonal and that the inverses needed in (f) are
$$V_1^{-1}=\begin{pmatrix}1&-\tfrac13\\0&1\end{pmatrix},\qquad (S^{\mathsf T}V_1^{-1}+D_1)^{-1}=\begin{pmatrix}\tfrac23&-1\\-1&3\end{pmatrix}.$$

**Solution.** $S$ is symmetric with $S^2=1$, hence orthogonal. Here $V_1=T_1$ has upper-right entry $\tfrac13$, and changing its sign gives the inverse. Then
$$S^{\mathsf T}V_1^{-1}+D_1=\begin{pmatrix}0&1\\1&-\tfrac13\end{pmatrix}+\begin{pmatrix}3&0\\0&1\end{pmatrix}=\begin{pmatrix}3&1\\1&\tfrac23\end{pmatrix}.$$
Its determinant is 1, so its inverse is the matrix stated. Inserting both inverses in (f) gives $G=\begin{pmatrix}-2&1\\3&-1\end{pmatrix}$, which is indeed the inverse of $1+B_1=\begin{pmatrix}1&1\\3&2\end{pmatrix}$.

The theorem below consists of the orthogonality relation and the two inverse relations, each checked entry by entry.

```lean
/-- The exchange `S` of two modes is orthogonal. The matrix `W` with rows `(1, -1/3)` and `(0, 1)`
is inverse to the one with rows `(1, 1/3)` and `(0, 1)`, and the matrix with rows `(2/3, -1)` and
`(-1, 3)` is inverse to `Sᵀ W + diag(3, 1)`. -/
theorem stabilized_green_witness :
    swapModes * swapModesᵀ = 1 ∧
    (!![1, -1/3; 0, 1] : Matrix (Fin 2) (Fin 2) ℝ) * !![1, 1/3; 0, 1] = 1 ∧
    (swapModesᵀ * !![1, -1/3; 0, 1] + !![3, 0; 0, 1]) * !![2/3, -1; -1, 3] = 1 := by
  refine ⟨?_, ?_, ?_⟩ <;> ext i j <;> fin_cases i <;> fin_cases j <;>
    norm_num [swapModes, Matrix.mul_apply, Fin.sum_univ_succ, Matrix.transpose_apply]

end

end StabilizedSliceProduct
```

```lean
#print axioms StabilizedSliceProduct.antitone_iff_graded_le
#print axioms StabilizedSliceProduct.graded_step
#print axioms StabilizedSliceProduct.stabilized_green
```

```
'StabilizedSliceProduct.antitone_iff_graded_le' depends on axioms: [propext, Classical.choice, Quot.sound]
'StabilizedSliceProduct.graded_step' depends on axioms: [propext, Classical.choice, Quot.sound]
'StabilizedSliceProduct.stabilized_green' depends on axioms: [propext, Classical.choice, Quot.sound]
```
